# For an s level coupled to a higher p shell, the ground energy is independent of orientation only when the shell is kept whole or left out

An atom has an s level at energy 0 and three degenerate p orbitals at energy D. Its surroundings, for instance a uniform electric field, mix the s orbital with the p orbital that points along a direction n, and the strength of the mixing is F. Turning the surroundings turns n. With all three p orbitals available, the ground energy of one electron should not notice. The question is what happens when the basis contains only some of them.

Both D and F are energies. In the electric-field case F is the field strength times an s–p dipole matrix element, so the letter does not stand for the field itself. Amplitudes are real, and the four orbitals are taken as orthonormal.

```lean
import Mathlib

namespace IncompletePolarisationShell

noncomputable section
```

A vector x in ℝ³ labels the p orbital

x₀ p_x + x₁ p_y + x₂ p_z,

so directions in space and states of the p shell share one type. The inner product ⟨x, y⟩ is then both the geometric one and the overlap of two p states.

```lean
/-- Three-dimensional space; a vector also labels the p orbital pointing along it. -/
abbrev Space := EuclideanSpace ℝ (Fin 3)
```

A state is a pair (a, x) of an s amplitude a and a p vector x. The Hamiltonian acts as

H(a, x) = (F⟨n, x⟩, F a n + D x).

The first component is what the p part feeds into the s orbital. The second is what the s orbital feeds into the shell, plus the p energy.

```lean
/-- The Hamiltonian of an s level at energy 0 coupled through `F n` to a p shell at energy `D`,
acting on pairs (s amplitude, p vector). -/
def hamiltonian (F D : ℝ) (n : Space) (u : ℝ × Space) : ℝ × Space :=
  (F * inner ℝ n u.2, (F * u.1) • n + D • u.2)
```

The expectation value is the overlap of (a, x) with H(a, x). The code writes this overlap out as a sum of an s term and a p term, because the norm that Mathlib puts on a pair is the larger of the two norms and not the Euclidean one.

```lean
/-- The expectation value of the Hamiltonian in the state `u`, without normalisation. -/
def expectation (F D : ℝ) (n : Space) (u : ℝ × Space) : ℝ :=
  u.1 * (hamiltonian F D n u).1 + inner ℝ u.2 (hamiltonian F D n u).2
```

The retained p orbitals form a subspace W of ℝ³. The energies available to a calculation in this basis are the expectation values of the states with x in W and

a² + ‖x‖² = 1.

The set of these energies is called `ritzEnergies`. In textbooks "Ritz values" usually means only the eigenvalues of the projected Hamiltonian, whereas this set holds every normalised expectation value. Its least element is the ground energy in the basis.

```lean
/-- The energies of all normalised states built from the s orbital and the p orbitals
in the subspace `W`. -/
def ritzEnergies (F D : ℝ) (n : Space) (W : Submodule ℝ Space) : Set ℝ :=
  {e | ∃ u : ℝ × Space, u.2 ∈ W ∧ u.1 ^ 2 + ‖u.2‖ ^ 2 = 1 ∧ expectation F D n u = e}
```

## The energy of a trial state

Multiplying out gives

a · F⟨n, x⟩ + ⟨x, F a n + D x⟩ = 2 F a⟨n, x⟩ + D‖x‖².

The first term is the interference between s and p and can lower the energy. The second is the cost of occupying the p shell. In the proof, `simp only` expands the inner products, using their symmetry, and `ring` collects the terms.

```lean
/-- The expectation value in the state `(a, x)`, without normalisation, is the s-p interference term
plus the p-shell term `D * ‖x‖ ^ 2`. -/
theorem expectation_eq (F D : ℝ) (n : Space) (a : ℝ) (x : Space) :
    expectation F D n (a, x) = 2 * F * a * inner ℝ n x + D * ‖x‖ ^ 2 := by
  have h : inner ℝ x n = inner ℝ n x := real_inner_comm _ _
  simp only [expectation, hamiltonian, inner_add_right, real_inner_smul_right,
    real_inner_self_eq_norm_sq, h]
  ring
```

## The ground energy in any set of p orbitals

Let p be the orthogonal projection of n on W. Two properties characterise it: p lies in W, and ⟨n, x⟩ = ⟨p, x⟩ for every x in W. These are the hypotheses `hp` and `hproj`. For D > 0, which says that the p shell lies above the s level, the claim is that the ground energy equals D/2 − s, where

s = √(D²/4 + F²‖p‖²).

The letter s is the one used inside the proof and has nothing to do with the orbital. Squaring gives the identity used throughout:

(s − D/2)(s + D/2) = F²‖p‖².

To reach this energy, take a state whose p part is a multiple of p,

a = k(D/2 + s), x = −k F p,

with k fixed by normalisation:

k²((D/2 + s)² + F²‖p‖²) = 1.

By the identity, the left side equals 2 s k²(s + D/2). The energy of the state is

−2k²F²(D/2 + s)‖p‖² + D k²F²‖p‖² = −2 s k²F²‖p‖² = −(s − D/2) · 2 s k²(s + D/2) = D/2 − s.

If p = 0, the state is the s orbital alone, up to sign, and the energy is 0.

No state goes lower. For x in W the interference term is 2 F a⟨p, x⟩, and the Cauchy–Schwarz inequality bounds its square:

(2 F a⟨p, x⟩)² ≤ 4 F²a²‖p‖²‖x‖².

Set A = (s − D/2)a² and B = (s + D/2)‖x‖², both non-negative. By the identity the right side is 4AB, and 4AB ≤ (A + B)² because (A − B)² ≥ 0. The interference term is therefore at least −(A + B), and

2 F a⟨p, x⟩ + D‖x‖² ≥ −(s − D/2)a² − (s + D/2)‖x‖² + D‖x‖² = −(s − D/2)(a² + ‖x‖²) = D/2 − s.

`IsLeast` says that the value belongs to the set and that nothing in the set lies below it, and `constructor` separates these two parts. In the first, one `linear_combination` step checks that the state is normalised, using the equation that fixes k, and the next obtains the energy from that equation and the one for s². In the second, `ht` is the squared Cauchy–Schwarz inequality, `h3` is the product AB, `key` is the comparison with (A + B)², and `h4` extracts the lower bound on the interference term.

The sign of D matters when W contains only the zero vector. With D < 0 the formula would then return D, although the s orbital at energy 0 is the only state available; this example rules out negative D.

```lean
/-- For `D > 0`, the ground energy with the p orbitals in `W` is fixed by the length of `p`,
the orthogonal projection of the coupling direction `n` on `W`. -/
theorem ground_energy {F D : ℝ} {n p : Space} {W : Submodule ℝ Space} (hD : 0 < D)
    (hp : p ∈ W) (hproj : ∀ x ∈ W, inner ℝ n x = inner ℝ p x) :
    IsLeast (ritzEnergies F D n W) (D / 2 - √(D ^ 2 / 4 + F ^ 2 * ‖p‖ ^ 2)) := by
  have hs := Real.sq_sqrt (show 0 ≤ D ^ 2 / 4 + F ^ 2 * ‖p‖ ^ 2 by positivity)
  have hs0 := Real.sqrt_nonneg (D ^ 2 / 4 + F ^ 2 * ‖p‖ ^ 2)
  generalize √(D ^ 2 / 4 + F ^ 2 * ‖p‖ ^ 2) = s at hs hs0 ⊢
  have hQ : 0 ≤ F ^ 2 * ‖p‖ ^ 2 := by positivity
  have hsD : D / 2 ≤ s :=
    (abs_le_of_sq_le_sq' (show (D / 2) ^ 2 ≤ s ^ 2 by nlinarith) hs0).2
  constructor
  · -- the minimum is attained by a state whose p part is a multiple of `p`
    have hN : 0 < (D / 2 + s) ^ 2 + F ^ 2 * ‖p‖ ^ 2 := by positivity
    obtain ⟨k, hk⟩ : ∃ k : ℝ, k ^ 2 * ((D / 2 + s) ^ 2 + F ^ 2 * ‖p‖ ^ 2) = 1 :=
      ⟨(√((D / 2 + s) ^ 2 + F ^ 2 * ‖p‖ ^ 2))⁻¹, by
        rw [inv_pow, Real.sq_sqrt hN.le, inv_mul_cancel₀ hN.ne']⟩
    have hn : ‖(-(k * F)) • p‖ ^ 2 = k ^ 2 * F ^ 2 * ‖p‖ ^ 2 := by
      rw [norm_smul, mul_pow, Real.norm_eq_abs, sq_abs]
      ring
    rw [ritzEnergies, Set.mem_ofPred_eq]
    refine ⟨(k * (D / 2 + s), (-(k * F)) • p), W.smul_mem _ hp, ?_, ?_⟩
    · dsimp only
      rw [hn]
      linear_combination hk
    · rw [expectation_eq, hn, real_inner_smul_right, hproj p hp, real_inner_self_eq_norm_sq]
      linear_combination (D / 2 - s) * hk + k ^ 2 * (D / 2 + s) * hs
  · -- Cauchy-Schwarz bounds the interference term
    rintro e ⟨⟨a, x⟩, hx, hu, rfl⟩
    dsimp only at hx hu
    rw [expectation_eq, hproj x hx]
    have ht := pow_le_pow_left₀ (abs_nonneg _) (abs_real_inner_le_norm p x) 2
    rw [sq_abs, mul_pow] at ht
    generalize inner ℝ p x = t at ht ⊢
    have h2 : F ^ 2 * a ^ 2 * t ^ 2 ≤ F ^ 2 * a ^ 2 * (‖p‖ ^ 2 * ‖x‖ ^ 2) :=
      mul_le_mul_of_nonneg_left ht (by positivity)
    have h3 : ((s - D / 2) * a ^ 2) * ((s + D / 2) * ‖x‖ ^ 2)
        = F ^ 2 * a ^ 2 * (‖p‖ ^ 2 * ‖x‖ ^ 2) := by
      linear_combination a ^ 2 * ‖x‖ ^ 2 * hs
    have key : (2 * F * a * t) ^ 2
        ≤ ((s - D / 2) * a ^ 2 + (s + D / 2) * ‖x‖ ^ 2) ^ 2 := by
      nlinarith [sq_nonneg ((s - D / 2) * a ^ 2 - (s + D / 2) * ‖x‖ ^ 2)]
    have hα : 0 ≤ s - D / 2 := by linarith
    have hβ : 0 ≤ s + D / 2 := by linarith
    have h4 := (abs_le_of_sq_le_sq' key
      (add_nonneg (mul_nonneg hα (sq_nonneg a)) (mul_nonneg hβ (sq_nonneg ‖x‖)))).1
    have h5 : (s - D / 2) * (a ^ 2 + ‖x‖ ^ 2) = s - D / 2 := by rw [hu, mul_one]
    nlinarith
```

## The full shell

If W is all of ℝ³, written `⊤`, then p = n. For a unit vector n the ground energy is

D/2 − √(D²/4 + F²),

in which n no longer appears.

```lean
/-- With the full p shell at `D > 0`, the ground energy is the same for every unit vector `n`. -/
theorem full_shell {F D : ℝ} {n : Space} (hD : 0 < D) (hn : ‖n‖ = 1) :
    IsLeast (ritzEnergies F D n ⊤) (D / 2 - √(D ^ 2 / 4 + F ^ 2)) := by
  have h := ground_energy (F := F) (n := n) (p := n) (W := ⊤) hD Submodule.mem_top
    (fun _ _ => rfl)
  rw [hn, one_pow, mul_one] at h
  exact h
```

This energy, called E, is also an eigenvalue of H. Apply H to the pair (F, E n), with n a unit vector:

H(F, E n) = (F E, (F² + D E) n).

This equals E(F, E n) provided that

F² + D E = E²,

which is the secular equation of a two-level problem, and E is its lower root. In the proof `hsec` is this equation, and the two components are checked separately. The hypothesis F ≠ 0 ensures that the vector is not zero. The vector is not normalised: the normalised state is (F, E n)/√(F² + E²), with a fraction E²/(F² + E²) of the electron in the p shell.

```lean
/-- For unit `n` and nonzero `F`, the energy `D/2 - √(D²/4 + F²)` is an eigenvalue of the full-shell
Hamiltonian, with an eigenvector whose p part is a multiple of `n`. -/
theorem full_shell_eigenstate {F D E : ℝ} {n : Space} (hF : F ≠ 0) (hn : ‖n‖ = 1)
    (hE : E = D / 2 - √(D ^ 2 / 4 + F ^ 2)) :
    (F, E • n) ≠ (0 : ℝ × Space) ∧ hamiltonian F D n (F, E • n) = E • (F, E • n) := by
  have hs := Real.sq_sqrt (show 0 ≤ D ^ 2 / 4 + F ^ 2 by positivity)
  -- the secular equation
  have hsec : F * F + D * E = E * E := by
    rw [hE]
    linear_combination -hs
  refine ⟨fun h => hF (congrArg Prod.fst h), Prod.ext ?_ ?_⟩
  · show F * inner ℝ n (E • n) = E * F
    rw [real_inner_smul_right, real_inner_self_eq_norm_sq, hn]
    ring
  · show (F * F) • n + D • (E • n) = E • (E • n)
    rw [smul_smul, smul_smul, ← add_smul, hsec]
```

## A single p orbital

Now keep only the p orbital along a unit vector v, so that W is the line spanned by v. The projection of n on this line is

p = ⟨n, v⟩ v, with ‖p‖² = ⟨n, v⟩²,

and the ground energy becomes

D/2 − √(D²/4 + F²⟨n, v⟩²).

The proof supplies this p and checks the projection property on an arbitrary multiple c v of v.

For D = 3 and F = 2, in any energy unit, a unit n along v gives −1, the same as the full shell. At 45° the energy is about −0.56, and at right angles it is 0, since the retained orbital does not couple at all.

```lean
/-- If only the p orbital along the unit vector `v` is kept, at `D > 0`, the coupling direction `n`
enters the ground energy only through its component along `v`. -/
theorem single_orbital {F D : ℝ} {n v : Space} (hD : 0 < D) (hv : ‖v‖ = 1) :
    IsLeast (ritzEnergies F D n (Submodule.span ℝ {v}))
      (D / 2 - √(D ^ 2 / 4 + F ^ 2 * (inner ℝ n v) ^ 2)) := by
  have h := ground_energy (F := F) (n := n) (p := (inner ℝ n v : ℝ) • v)
    (W := Submodule.span ℝ {v}) hD
    (Submodule.smul_mem _ _ (Submodule.mem_span_singleton_self v)) (by
      intro x hx
      obtain ⟨c, rfl⟩ := Submodule.mem_span_singleton.mp hx
      simp only [real_inner_smul_right, real_inner_smul_left, real_inner_self_eq_norm_sq, hv]
      ring)
  rw [norm_smul, hv, mul_one, Real.norm_eq_abs, sq_abs] at h
  exact h
```

Let e and e′ be the ground energies for two coupling directions n and m. The square root increases with its argument and F² > 0, so

e < e′ exactly when |⟨m, v⟩| < |⟨n, v⟩|.

The surroundings are thus pulled towards alignment with the retained orbital, an artefact of the basis. In the proof, `he.unique` and `he'.unique` replace e and e′ by the formula, since a set has at most one least element. The remaining rewrites strip off D/2, the square root and D²/4, and the last line removes the factor F².

```lean
/-- With one p orbital along the unit vector `v`, `D > 0` and `F` nonzero, direction `n` has a
lower ground energy than direction `m` exactly when its component along `v` is larger in size. -/
theorem single_orbital_orientation {F D e e' : ℝ} {n m v : Space} (hF : F ≠ 0) (hD : 0 < D)
    (hv : ‖v‖ = 1) (he : IsLeast (ritzEnergies F D n (Submodule.span ℝ {v})) e)
    (he' : IsLeast (ritzEnergies F D m (Submodule.span ℝ {v})) e') :
    e < e' ↔ |inner ℝ m v| < |inner ℝ n v| := by
  have hF2 : 0 < F ^ 2 := by positivity
  rw [he.unique (single_orbital hD hv), he'.unique (single_orbital hD hv),
    sub_lt_sub_iff_left, Real.sqrt_lt_sqrt_iff (by positivity), add_lt_add_iff_left, ← sq_lt_sq]
  exact ⟨fun h => lt_of_mul_lt_mul_left h hF2.le, fun h => mul_lt_mul_of_pos_left h hF2⟩
```

## Which sets of p orbitals are isotropic

For D > 0 and F ≠ 0, suppose that W is neither zero nor the whole shell. Then it contains a unit vector, and some other unit vector is orthogonal to all of it. Taking n as the first gives ‖p‖ = 1, and taking n as the second gives p = 0. The two ground energies are

D/2 − √(D²/4 + F²) < 0 and D/2 − √(D²/4) = 0.

They differ, so the energy depends on orientation. Conversely, with no p orbitals the energy is 0 for every n, and with all three it is the full-shell value.

The theorem states isotropy as the existence of one number e that is the ground energy for every unit n, and `⊥` stands for the zero subspace. The proof picks nonzero vectors from W and from its orthogonal complement, and the helper `unit` normalises them. `h1` and `h2` equate e with the two energies above, and `h3` is the strict inequality that contradicts them. The condition F ≠ 0 is needed because an uncoupled s level has ground energy 0 whatever W is.

```lean
/-- For `D > 0` and nonzero `F`, the ground energy is the same for all unit vectors `n` if and
only if the p shell is left out entirely or kept in full. -/
theorem isotropic_iff {F D : ℝ} (hF : F ≠ 0) (hD : 0 < D) (W : Submodule ℝ Space) :
    (∃ e, ∀ n : Space, ‖n‖ = 1 → IsLeast (ritzEnergies F D n W) e) ↔ W = ⊥ ∨ W = ⊤ := by
  constructor
  · rintro ⟨e, he⟩
    by_contra h
    rw [not_or] at h
    obtain ⟨hb, ht⟩ := h
    have unit : ∀ x : Space, x ≠ 0 → ‖‖x‖⁻¹ • x‖ = 1 := fun x hx => by
      rw [norm_smul, norm_inv, norm_norm, inv_mul_cancel₀ (norm_ne_zero_iff.mpr hx)]
    -- one direction inside `W`, one orthogonal to it
    obtain ⟨p, hpW, hp0⟩ := Submodule.exists_mem_ne_zero_of_ne_bot hb
    have ht' : W.orthogonal ≠ ⊥ := fun h => ht (Submodule.orthogonal_eq_bot_iff.mp h)
    obtain ⟨q, hqW, hq0⟩ := Submodule.exists_mem_ne_zero_of_ne_bot ht'
    have h1 := (he _ (unit p hp0)).unique
      (ground_energy hD (W.smul_mem ‖p‖⁻¹ hpW) (fun _ _ => rfl))
    have h2 := (he _ (unit q hq0)).unique
      (ground_energy (p := 0) hD W.zero_mem (fun x hx => by
        rw [real_inner_smul_left, (Submodule.mem_orthogonal' W q).mp hqW x hx, mul_zero,
          inner_zero_left]))
    rw [unit p hp0] at h1
    rw [norm_zero] at h2
    have hF2 : 0 < F ^ 2 := by positivity
    have h3 : √(D ^ 2 / 4 + F ^ 2 * (0 : ℝ) ^ 2) < √(D ^ 2 / 4 + F ^ 2 * (1 : ℝ) ^ 2) :=
      Real.sqrt_lt_sqrt (by positivity) (by linarith)
    linarith
  · rintro (rfl | rfl)
    · exact ⟨_, fun n _ => ground_energy (p := 0) hD (Submodule.zero_mem _) (fun x hx => by
        rw [(Submodule.mem_bot ℝ).mp hx, inner_zero_right, inner_zero_right])⟩
    · exact ⟨_, fun n hn => full_shell hD hn⟩

end

end IncompletePolarisationShell
```

For an electronic-structure calculation, this is a reason for caution about adding only one p function to an s basis: already for one non-interacting electron with a single s level and a single p shell, the energy can then change when the surroundings are turned relative to that function. The theorems assume that the surroundings act only through the single coupling vector F n and leave the three p levels degenerate. A neighbouring atom generally also splits the p shell, which this model leaves out.

## Leaving out one p orbital

The same projection argument handles a basis that lacks only the p orbital along a unit vector w. For unit n, the projection on the plane orthogonal to w is p = n − ⟨n, w⟩ w, with ‖p‖² = 1 − ⟨n, w⟩², so for D > 0 the ground energy is

D/2 − √(D²/4 + F²(1 − ⟨n, w⟩²)).

This is a consequence drawn here from `ground_energy`, without a Lean statement of its own. The energy is unchanged when n turns about w, and for F ≠ 0 it is highest, at 0, when n points along the missing orbital.

```lean
#print axioms IncompletePolarisationShell.full_shell_eigenstate
-- 'IncompletePolarisationShell.full_shell_eigenstate' depends on axioms: [propext, Classical.choice, Quot.sound]
#print axioms IncompletePolarisationShell.single_orbital_orientation
-- 'IncompletePolarisationShell.single_orbital_orientation' depends on axioms: [propext, Classical.choice, Quot.sound]
#print axioms IncompletePolarisationShell.isotropic_iff
-- 'IncompletePolarisationShell.isotropic_iff' depends on axioms: [propext, Classical.choice, Quot.sound]
```
